# For a nonzero light-like momentum, the Weyl solutions are the one-dimensional range of $P$

Let $E$ be a real energy and $\mathbf p=(p_0,p_1,p_2)$ a real three-momentum, in units with $c=1$. The spatial indices run over 0, 1, 2 as in the Lean file, where `p0` is the energy $E$ and `p 0` is the first momentum component. With the Pauli matrices $\sigma_0,\sigma_1,\sigma_2$ in their usual $x,y,z$ order, define

$$P=E\,I+\mathbf p\cdot\sigma=\begin{pmatrix}E+p_2&p_0-ip_1\\p_0+ip_1&E-p_2\end{pmatrix},\qquad W=E\,I-\mathbf p\cdot\sigma .$$

The momentum-space Weyl equation is $W\psi=0$ with $\psi\in\mathbb C^2$. For $P\neq0$ it has a nonzero solution if and only if $\det P=0$, and then

$$\ker W=\operatorname{range}P,\qquad \dim\ker W=1 .$$

## Spinors from a column of $P$

A code for free massless fermions, or for a non-interacting two-band Weyl model with $H=\mathbf p\cdot\sigma$, can read its spinor off a nonzero column of $P$ instead of calling an eigensolver. On the light cone the first column has squared norm $2E(E+p_2)$, so when this is nonzero a normalised spinor, unique up to a phase, is

$$\psi=\frac{1}{\sqrt{2E(E+p_2)}}\begin{pmatrix}E+p_2\\p_0+ip_1\end{pmatrix}.$$

At $p_2=-E\neq0$ this column vanishes and the second one serves. Close to that direction $E+p_2$ loses digits by cancellation, so in floating point it is safer to take the column with the larger norm: the first if $Ep_2\ge0$, the second otherwise.

## Derivation from the adjugate

Exchanging the diagonal entries of $P$ and negating the off-diagonal ones gives $W$, so $W=\operatorname{adj}P$. Both matrices have determinant $E^2-|\mathbf p|^2$. A square matrix has a nonzero kernel vector exactly when its determinant vanishes, which proves the equivalence.

Now let $\det P=0$ and $P\ne0$. If $E$ were zero, then $|\mathbf p|^2=0$ and $P=0$, a contradiction; hence $E\neq0$.

- **Range in kernel:** $WP=(\det P)I=0$.
- **Kernel in range:** $P=2E\,I-W$, so $W\psi=0$ gives $P\psi=2E\psi$ and $\psi=P\,\psi/(2E)$.
- **Dimension:** the kernel is nonzero because $\det W=0$, and it is not all of $\mathbb C^2$ because $\operatorname{tr}W=2E\neq0$. Its dimension is therefore one.

Solutions also satisfy a current identity. Multiply $W\psi=0$ by $\psi^\dagger\sigma_k$ and add the complex conjugate. Since $\sigma_k\sigma_j+\sigma_j\sigma_k=2\delta_{kj}I$,

$$E\,\psi^\dagger\sigma_k\psi=p_k\,\psi^\dagger\psi .$$

For a normalised solution with $E\ne0$, the current, whose components are $\psi^\dagger\sigma_k\psi$, is therefore $\mathbf p/E$.

## The Lean file

```lean
import Mathlib

open Matrix

namespace MomentumSpaceWeyl

noncomputable section

/-- The three Pauli matrices, indexed by the spatial directions 0, 1, 2. -/
def pauli : Fin 3 → Matrix (Fin 2) (Fin 2) ℂ :=
  ![!![0, 1; 1, 0], !![0, -Complex.I; Complex.I, 0], !![1, 0; 0, -1]]

/-- The contraction `p · σ` of a real three-momentum with the Pauli matrices. -/
def sigmaDot (p : Fin 3 → ℝ) : Matrix (Fin 2) (Fin 2) ℂ :=
  ∑ k, (p k : ℂ) • pauli k

/-- The four-momentum as a matrix, `P = p0 I + p · σ`. -/
def momentumMatrix (p0 : ℝ) (p : Fin 3 → ℝ) : Matrix (Fin 2) (Fin 2) ℂ :=
  (p0 : ℂ) • 1 + sigmaDot p

/-- The momentum-space Weyl operator `p0 I - p · σ`. -/
def weylOp (p0 : ℝ) (p : Fin 3 → ℝ) : Matrix (Fin 2) (Fin 2) ℂ :=
  (p0 : ℂ) • 1 - sigmaDot p

/-- The space of two-component spinors solving `(p0 I - p · σ) ψ = 0`. -/
def weylSolutions (p0 : ℝ) (p : Fin 3 → ℝ) : Submodule ℂ (Fin 2 → ℂ) :=
  LinearMap.ker (weylOp p0 p).mulVecLin

/-- The momentum matrix written out in components. -/
theorem momentumMatrix_eq (p0 : ℝ) (p : Fin 3 → ℝ) :
    momentumMatrix p0 p =
      !![(p0 : ℂ) + p 2, (p 0 : ℂ) - Complex.I * p 1;
         (p 0 : ℂ) + Complex.I * p 1, (p0 : ℂ) - p 2] := by
  ext i j
  fin_cases i <;> fin_cases j <;>
    simp [momentumMatrix, sigmaDot, pauli, Fin.sum_univ_three] <;> ring

/-- The Hermitian 2x2 matrices are exactly the matrices `p0 I + p · σ` with real `p0` and `p`. -/
theorem isHermitian_iff_momentumMatrix (A : Matrix (Fin 2) (Fin 2) ℂ) :
    A.IsHermitian ↔ ∃ (p0 : ℝ) (p : Fin 3 → ℝ), A = momentumMatrix p0 p := by
  constructor
  · intro h
    have a := congrArg Complex.im (h.apply 0 0)
    have b := congrArg Complex.im (h.apply 1 1)
    have c := congrArg Complex.re (h.apply 0 1)
    have d := congrArg Complex.im (h.apply 0 1)
    simp only [Complex.star_def, Complex.conj_re, Complex.conj_im] at a b c d
    refine ⟨((A 0 0).re + (A 1 1).re) / 2,
      ![(A 1 0).re, (A 1 0).im, ((A 0 0).re - (A 1 1).re) / 2], ?_⟩
    rw [momentumMatrix_eq]
    ext i j
    fin_cases i <;> fin_cases j <;> apply Complex.ext <;> simp <;> linarith
  · rintro ⟨p0, p, rfl⟩
    rw [momentumMatrix_eq]
    apply Matrix.IsHermitian.ext
    intro i j
    fin_cases i <;> fin_cases j <;> simp
    ring

/-- The Weyl operator is the adjugate of the momentum matrix. -/
theorem weylOp_eq_adjugate (p0 : ℝ) (p : Fin 3 → ℝ) :
    weylOp p0 p = (momentumMatrix p0 p).adjugate := by
  rw [momentumMatrix_eq, Matrix.adjugate_fin_two_of]
  ext i j
  fin_cases i <;> fin_cases j <;>
    simp [weylOp, sigmaDot, pauli, Fin.sum_univ_three] <;> ring

/-- The determinant of the momentum matrix is the Minkowski square `p0² - |p|²`. -/
theorem det_momentumMatrix (p0 : ℝ) (p : Fin 3 → ℝ) :
    (momentumMatrix p0 p).det = ((p0 ^ 2 - (p 0 ^ 2 + p 1 ^ 2 + p 2 ^ 2) : ℝ) : ℂ) := by
  rw [momentumMatrix_eq, Matrix.det_fin_two_of]
  push_cast
  linear_combination (p 1 : ℂ) ^ 2 * Complex.I_sq

/-- The two component equations contained in the Weyl equation. -/
theorem weyl_components {p0 : ℝ} {p : Fin 3 → ℝ} {ψ : Fin 2 → ℂ}
    (h : weylOp p0 p *ᵥ ψ = 0) :
    ((p0 : ℂ) - p 2) * ψ 0 - ((p 0 : ℂ) - Complex.I * p 1) * ψ 1 = 0 ∧
      ((p0 : ℂ) + p 2) * ψ 1 - ((p 0 : ℂ) + Complex.I * p 1) * ψ 0 = 0 := by
  rw [weylOp_eq_adjugate, momentumMatrix_eq, Matrix.adjugate_fin_two_of] at h
  constructor
  · rw [← show _ = (0 : ℂ) from congrFun h 0]
    simp [Matrix.mulVec, dotProduct, Fin.sum_univ_two]
    ring
  · rw [← show _ = (0 : ℂ) from congrFun h 1]
    simp [Matrix.mulVec, dotProduct, Fin.sum_univ_two]
    ring

/-- A nonzero momentum matrix with vanishing determinant has nonzero energy `p0`. -/
theorem energy_ne_zero {p0 : ℝ} {p : Fin 3 → ℝ} (hP : momentumMatrix p0 p ≠ 0)
    (hdet : (momentumMatrix p0 p).det = 0) : p0 ≠ 0 := by
  intro h0
  apply hP
  rw [det_momentumMatrix] at hdet
  have hd := Complex.ofReal_eq_zero.mp hdet
  rw [h0] at hd
  have h1 : p 0 = 0 := pow_eq_zero_iff two_ne_zero |>.mp
    (by nlinarith [sq_nonneg (p 0), sq_nonneg (p 1), sq_nonneg (p 2)])
  have h2 : p 1 = 0 := pow_eq_zero_iff two_ne_zero |>.mp
    (by nlinarith [sq_nonneg (p 0), sq_nonneg (p 1), sq_nonneg (p 2)])
  have h3 : p 2 = 0 := pow_eq_zero_iff two_ne_zero |>.mp
    (by nlinarith [sq_nonneg (p 0), sq_nonneg (p 1), sq_nonneg (p 2)])
  rw [momentumMatrix_eq]
  ext i j
  fin_cases i <;> fin_cases j <;> simp [h0, h1, h2, h3]

/-- The Weyl equation has a nonzero solution exactly when `det P = 0`. -/
theorem exists_solution_iff (p0 : ℝ) (p : Fin 3 → ℝ) :
    (∃ ψ : Fin 2 → ℂ, ψ ≠ 0 ∧ weylOp p0 p *ᵥ ψ = 0) ↔ (momentumMatrix p0 p).det = 0 := by
  have hdet : (weylOp p0 p).det = (momentumMatrix p0 p).det := by
    rw [weylOp_eq_adjugate, Matrix.det_adjugate]
    simp
  rw [← hdet]
  exact Matrix.exists_mulVec_eq_zero_iff

/-- For nonzero `P = p0 I + p · σ`, the equation `(p0 I - p · σ) ψ = 0` has a nonzero solution
if and only if `det P = 0`, and then its solution space is the range of `P` and has
dimension one. -/
theorem weyl_equation {p0 : ℝ} {p : Fin 3 → ℝ} (hP : momentumMatrix p0 p ≠ 0) :
    ((∃ ψ : Fin 2 → ℂ, ψ ≠ 0 ∧ weylOp p0 p *ᵥ ψ = 0) ↔ (momentumMatrix p0 p).det = 0) ∧
    ((momentumMatrix p0 p).det = 0 →
      weylSolutions p0 p = LinearMap.range (momentumMatrix p0 p).mulVecLin ∧
      Module.finrank ℂ (weylSolutions p0 p) = 1) := by
  refine ⟨exists_solution_iff p0 p, fun hdet => ?_⟩
  have hp0 : (p0 : ℂ) ≠ 0 := Complex.ofReal_ne_zero.mpr (energy_ne_zero hP hdet)
  have hmem : ∀ ψ, ψ ∈ weylSolutions p0 p ↔ weylOp p0 p *ᵥ ψ = 0 := fun ψ => Iff.rfl
  constructor
  · ext ψ
    rw [hmem, LinearMap.mem_range]
    constructor
    · -- on solutions `P` acts as multiplication by `2 p0`
      intro h
      have hsum : momentumMatrix p0 p = (2 * (p0 : ℂ)) • 1 - weylOp p0 p := by
        unfold momentumMatrix weylOp
        module
      have hact : momentumMatrix p0 p *ᵥ ψ = (2 * (p0 : ℂ)) • ψ := by
        rw [hsum, Matrix.sub_mulVec, h, sub_zero, Matrix.smul_mulVec, Matrix.one_mulVec]
      refine ⟨(2 * (p0 : ℂ))⁻¹ • ψ, ?_⟩
      rw [map_smul, Matrix.mulVecLin_apply, hact, smul_smul,
        inv_mul_cancel₀ (mul_ne_zero two_ne_zero hp0), one_smul]
    · -- the Weyl operator annihilates the range of `P`
      rintro ⟨χ, rfl⟩
      rw [Matrix.mulVecLin_apply, Matrix.mulVec_mulVec, weylOp_eq_adjugate,
        Matrix.adjugate_mul, hdet, zero_smul, Matrix.zero_mulVec]
  · have hbot : weylSolutions p0 p ≠ ⊥ := by
      obtain ⟨ψ, hψ, h⟩ := (exists_solution_iff p0 p).mpr hdet
      exact (Submodule.ne_bot_iff _).mpr ⟨ψ, (hmem ψ).mpr h, hψ⟩
    have htop : weylSolutions p0 p ≠ ⊤ := by
      -- otherwise both diagonal entries vanish, and with them `p0`
      intro ht
      have hall : ∀ ψ, weylOp p0 p *ᵥ ψ = 0 := fun ψ =>
        (hmem ψ).mp (ht ▸ Submodule.mem_top)
      have h1 := (weyl_components (hall ![1, 0])).1
      have h2 := (weyl_components (hall ![0, 1])).2
      simp only [Matrix.cons_val_zero, Matrix.cons_val_one] at h1 h2
      exact hp0 (by linear_combination (h1 + h2) / 2)
    have hlow := Submodule.one_le_finrank_iff.mpr hbot
    have hle := Submodule.finrank_le (weylSolutions p0 p)
    have hne : Module.finrank ℂ (weylSolutions p0 p) ≠ Module.finrank ℂ (Fin 2 → ℂ) :=
      fun h => htop (Submodule.eq_top_of_finrank_eq h)
    rw [Module.finrank_fin_fun] at hle hne
    omega

/-- For every solution of the Weyl equation, `p0 ψ†σₖψ = pₖ ψ†ψ` in each direction `k`. -/
theorem current_parallel_momentum {p0 : ℝ} {p : Fin 3 → ℝ} {ψ : Fin 2 → ℂ}
    (h : weylOp p0 p *ᵥ ψ = 0) (k : Fin 3) :
    (p0 : ℂ) * (star ψ ⬝ᵥ (pauli k *ᵥ ψ)) = (p k : ℂ) * (star ψ ⬝ᵥ ψ) := by
  obtain ⟨e, f⟩ := weyl_components h
  -- the conjugate equations
  have e' := congrArg (starRingEnd ℂ) e
  have f' := congrArg (starRingEnd ℂ) f
  simp only [map_sub, map_add, map_mul, map_zero, Complex.conj_ofReal, Complex.conj_I] at e' f'
  fin_cases k
  · simp [pauli, Matrix.mulVec, dotProduct, Fin.sum_univ_two]
    linear_combination (starRingEnd ℂ (ψ 1) * e + starRingEnd ℂ (ψ 0) * f
      + ψ 1 * e' + ψ 0 * f') / 2
  · simp [pauli, Matrix.mulVec, dotProduct, Fin.sum_univ_two]
    linear_combination Complex.I * (starRingEnd ℂ (ψ 1) * e - starRingEnd ℂ (ψ 0) * f
      - ψ 1 * e' + ψ 0 * f') / 2
      - (p 1 : ℂ) * (starRingEnd ℂ (ψ 0) * ψ 0 + starRingEnd ℂ (ψ 1) * ψ 1) * Complex.I_sq
  · simp [pauli, Matrix.mulVec, dotProduct, Fin.sum_univ_two]
    linear_combination (starRingEnd ℂ (ψ 0) * e - starRingEnd ℂ (ψ 1) * f
      + ψ 0 * e' - ψ 1 * f') / 2

end

end MomentumSpaceWeyl
```

```lean
#print axioms MomentumSpaceWeyl.isHermitian_iff_momentumMatrix
#print axioms MomentumSpaceWeyl.weyl_equation
#print axioms MomentumSpaceWeyl.current_parallel_momentum
```

```
'MomentumSpaceWeyl.isHermitian_iff_momentumMatrix' depends on axioms: [propext, Classical.choice, Quot.sound]
'MomentumSpaceWeyl.weyl_equation' depends on axioms: [propext, Classical.choice, Quot.sound]
'MomentumSpaceWeyl.current_parallel_momentum' depends on axioms: [propext, Classical.choice, Quot.sound]
```

## How the Lean statements and proofs correspond

`momentumMatrix` is $P$, `weylOp` is $W$, and `weylSolutions` is the kernel of $W$ as a complex subspace. In `weyl_equation`, the hypothesis `hP` says $P\neq0$. The first part of the conclusion is the equivalence; the second assumes $\det P=0$ and gives the range and the dimension, written `Module.finrank`. `isHermitian_iff_momentumMatrix` shows that real $E$ and $\mathbf p$ parametrise exactly the Hermitian $2\times2$ matrices.

The proof follows the derivation. `weylOp_eq_adjugate` and `det_momentumMatrix` are entrywise calculations, `exists_solution_iff` applies the determinant criterion, and `energy_ne_zero` excludes $E=0$. Inside `weyl_equation`, `hact` is $P\psi=2E\psi$, and `Matrix.adjugate_mul` supplies $WP=(\det P)I$. For the dimension, `weyl_components` is applied to the two basis vectors: if both were solutions, $E-p_2$ and $E+p_2$ would vanish, and so would their sum $2E$. `omega` then finds the only integer from 1 to 2 that is not 2.

`current_parallel_momentum` proves the current identity in components: `linear_combination` combines the two equations `e`, `f` with their conjugates `e'`, `f'`. It needs neither $P\neq0$ nor a normalised $\psi$.

## Zero momentum, rounding and chirality

The condition $P\neq0$ matters for the solution space. At $E=0$, $\mathbf p=0$ the determinant vanishes and every spinor is a solution, so the kernel has dimension two while the range of $P$ is $\{0\}$. The equivalence itself survives there.

The theorems concern exact real momenta. Rounded values of $E$ and $\mathbf p$ need not satisfy $E^2=|\mathbf p|^2$ exactly, and the file gives no error bound for a column of $P$ computed slightly off the light cone. It also contains no mass term, no interactions and no Lorentz transformations. The sign in $W$ selects one chirality, with $\mathbf p\cdot\sigma\,\psi=E\psi$; replacing $\mathbf p$ by $-\mathbf p$ throughout gives the equation for the other.
